# A staggered potential lights up the dark corridor in a two-band model of graphene

Take the Bloch Hamiltonian $H=\begin{pmatrix} m & f\\ \bar f & -m\end{pmatrix}$ with real staggered on-site energy $m$ and complex hopping sum $f$, put $E=\sqrt{|f|^2+m^2}$, and number the sublattice amplitudes of a normalised eigenvector $v_0,v_1$. In units of the emission from a state confined to one sublattice, the model photoemission intensity is the squared modulus of a coherent sum, $I=|v_0+u\,v_1|^2$, where $u$ is the relative phase with which the detector receives the two sublattice waves, $|u|=1$.

```lean
import Mathlib

open Matrix ComplexConjugate

namespace GappedDarkCorridor

noncomputable section

/-- Bloch Hamiltonian of a two-sublattice crystal with staggered on-site energies `m`, `-m`
and inter-sublattice hopping sum `f`. -/
def bloch (m : ℝ) (f : ℂ) : Matrix (Fin 2) (Fin 2) ℂ :=
  !![(m : ℂ), f; conj f, -(m : ℂ)]

/-- The energy `E = √(|f|² + m²)`. -/
def bandEnergy (m : ℝ) (f : ℂ) : ℝ := √(‖f‖ ^ 2 + m ^ 2)

/-- `v` is a normalised eigenstate of the Bloch Hamiltonian with energy `ε`. -/
structure IsBandState (m : ℝ) (f : ℂ) (ε : ℝ) (v : Fin 2 → ℂ) : Prop where
  eigen : bloch m f *ᵥ v = (ε : ℂ) • v
  normalized : ‖v 0‖ ^ 2 + ‖v 1‖ ^ 2 = 1

/-- Photoemission intensity when the waves from the two sublattices are added with
relative factor `u`. -/
def intensity (u : ℂ) (v : Fin 2 → ℂ) : ℝ := ‖v 0 + u * v 1‖ ^ 2

/-- The eigenvalue equation of a band state on each sublattice, and its normalisation. -/
theorem band_equations {m ε : ℝ} {f : ℂ} {v : Fin 2 → ℂ} (h : IsBandState m f ε v) :
    m * v 0 + f * v 1 = ε * v 0 ∧ conj f * v 0 - m * v 1 = ε * v 1 ∧
      v 0 * conj (v 0) + v 1 * conj (v 1) = 1 := by
  have h0 := congrFun h.eigen 0
  have h1 := congrFun h.eigen 1
  simp [bloch, Matrix.mulVec, dotProduct, Fin.sum_univ_two] at h0 h1
  refine ⟨by linear_combination h0, by linear_combination h1, ?_⟩
  simp only [Complex.mul_conj, Complex.normSq_eq_norm_sq]
  exact_mod_cast h.normalized

/-- The energy `ε` of every band state satisfies `ε² = |f|² + m²`. -/
theorem energy_sq {m ε : ℝ} {f : ℂ} {v : Fin 2 → ℂ} (h : IsBandState m f ε v) :
    ε ^ 2 = ‖f‖ ^ 2 + m ^ 2 := by
  obtain ⟨h0, h1, hn⟩ := band_equations h
  have hf : f * conj f = (‖f‖ : ℂ) ^ 2 := by
    rw [Complex.mul_conj, Complex.normSq_eq_norm_sq]
    push_cast
    rfl
  apply Complex.ofReal_injective
  push_cast
  -- apply the Hamiltonian twice and project on the state
  linear_combination -conj (v 0) * ((m + ε) * h0 + f * h1)
    - conj (v 1) * (conj f * h0 + (ε - m) * h1)
    - ((ε : ℂ) ^ 2 - f * conj f - (m : ℂ) ^ 2) * hn + hf

/-- In a band state of energy `ε` the coherence `v₀ conj(v₁)` between the sublattices obeys
`2 ε v₀ conj(v₁) = f`. -/
theorem sublattice_coherence {m ε : ℝ} {f : ℂ} {v : Fin 2 → ℂ}
    (h : IsBandState m f ε v) : 2 * (ε : ℂ) * (v 0 * conj (v 1)) = f := by
  obtain ⟨h0, h1, hn⟩ := band_equations h
  have h1c := congrArg conj h1
  simp only [map_sub, map_mul, Complex.conj_conj, Complex.conj_ofReal] at h1c
  linear_combination -conj (v 1) * h0 - v 0 * h1c + f * hn

/-- For a band state of energy `ε` and a detection phase `u` of modulus one, the intensity `I`
obeys `ε (I - 1) = Re (f conj(u))`. -/
theorem interference_law {m ε : ℝ} {f u : ℂ} {v : Fin 2 → ℂ}
    (h : IsBandState m f ε v) (hu : ‖u‖ = 1) :
    ε * (intensity u v - 1) = (f * conj u).re := by
  -- the cross term is twice the real part of the sublattice coherence times `conj u`
  have hI : intensity u v = 1 + 2 * (v 0 * conj (u * v 1)).re := by
    rw [intensity, ← Complex.normSq_eq_norm_sq, Complex.normSq_add, Complex.normSq_mul]
    simp only [Complex.normSq_eq_norm_sq, hu]
    linear_combination h.normalized
  have hre : (f * conj u).re = 2 * ε * (v 0 * conj (u * v 1)).re := by
    have hc : f * conj u = ((2 * ε : ℝ) : ℂ) * (v 0 * conj (u * v 1)) := by
      rw [map_mul]
      push_cast
      linear_combination -conj u * sublattice_coherence h
    rw [hc, Complex.re_ofReal_mul]
  rw [hre, hI]
  ring

/-- If `E > 0`, a lower-band state detected with a phase `u` of modulus one has intensity
`1 - Re (f conj(u)) / E`. -/
theorem lower_band_intensity {m : ℝ} {f u : ℂ} {v : Fin 2 → ℂ}
    (hE : 0 < bandEnergy m f) (h : IsBandState m f (-bandEnergy m f) v) (hu : ‖u‖ = 1) :
    intensity u v = 1 - (f * conj u).re / bandEnergy m f := by
  have hl := interference_law h hu
  have hx : (f * conj u).re / bandEnergy m f = 1 - intensity u v := by
    rw [div_eq_iff hE.ne']
    linear_combination -hl
  linarith

/-- If `E > 0`, a lower-band state detected with a phase `u` of modulus one is dark exactly
when `m = 0` and `f conj(u)` is real and positive. -/
theorem dark_iff {m : ℝ} {f u : ℂ} {v : Fin 2 → ℂ}
    (hE : 0 < bandEnergy m f) (h : IsBandState m f (-bandEnergy m f) v) (hu : ‖u‖ = 1) :
    intensity u v = 0 ↔ m = 0 ∧ 0 < (f * conj u).re ∧ (f * conj u).im = 0 := by
  have hE2 : bandEnergy m f ^ 2 = ‖f‖ ^ 2 + m ^ 2 := Real.sq_sqrt (by positivity)
  have hn : ‖f * conj u‖ = ‖f‖ := by simp [hu]
  rw [lower_band_intensity hE h hu]
  generalize f * conj u = g at hn ⊢
  have hg : ‖f‖ ^ 2 = g.re ^ 2 + g.im ^ 2 := by
    rw [← hn, Complex.sq_norm, Complex.normSq_apply]
    ring
  constructor
  · intro h0
    have h1 : g.re = bandEnergy m f := (div_eq_one_iff_eq hE.ne').1 (by linarith)
    rw [h1] at hg
    -- nothing is left for the mass and the imaginary part
    have hm : m ^ 2 = 0 := by nlinarith [sq_nonneg m, sq_nonneg g.im]
    have hi : g.im ^ 2 = 0 := by nlinarith [sq_nonneg m, sq_nonneg g.im]
    exact ⟨(pow_eq_zero_iff two_ne_zero).1 hm, by rw [h1]; exact hE,
      (pow_eq_zero_iff two_ne_zero).1 hi⟩
  · rintro ⟨hm, hp, hi⟩
    have hm2 : m ^ 2 = 0 := by simp [hm]
    have hi2 : g.im ^ 2 = 0 := by simp [hi]
    have h1 : g.re = bandEnergy m f := (sq_eq_sq₀ hp.le hE.le).1 (by linarith)
    rw [h1, div_self hE.ne', sub_self]

/-- If `E > 0`, the lower-band intensity at a detection phase `u` of modulus one is at least
`m² / (E (E + |f|))`, with equality exactly when `Re (f conj(u)) = |f|`. -/
theorem intensity_floor {m : ℝ} {f u : ℂ} {v : Fin 2 → ℂ}
    (hE : 0 < bandEnergy m f) (h : IsBandState m f (-bandEnergy m f) v) (hu : ‖u‖ = 1) :
    m ^ 2 / (bandEnergy m f * (bandEnergy m f + ‖f‖)) ≤ intensity u v ∧
      (intensity u v = m ^ 2 / (bandEnergy m f * (bandEnergy m f + ‖f‖)) ↔
        (f * conj u).re = ‖f‖) := by
  have hE2 : bandEnergy m f ^ 2 = ‖f‖ ^ 2 + m ^ 2 := Real.sq_sqrt (by positivity)
  have hn : ‖f * conj u‖ = ‖f‖ := by simp [hu]
  have hle : (f * conj u).re ≤ ‖f‖ :=
    hn ▸ (le_abs_self _).trans (Complex.abs_re_le_norm _)
  -- the floor is the value of the intensity formula at perfect phase matching
  have hfl : m ^ 2 / (bandEnergy m f * (bandEnergy m f + ‖f‖))
      = 1 - ‖f‖ / bandEnergy m f := by
    have hq : ‖f‖ / bandEnergy m f * bandEnergy m f = ‖f‖ := div_mul_cancel₀ _ hE.ne'
    have hpos : 0 < bandEnergy m f * (bandEnergy m f + ‖f‖) :=
      mul_pos hE (add_pos_of_pos_of_nonneg hE (norm_nonneg f))
    rw [div_eq_iff hpos.ne']
    generalize ‖f‖ / bandEnergy m f = q at hq ⊢
    linear_combination -hE2 + (bandEnergy m f + ‖f‖) * hq
  rw [hfl, lower_band_intensity hE h hu]
  refine ⟨by linarith [(div_le_div_iff_of_pos_right hE).2 hle], fun h0 => ?_, fun h0 => by rw [h0]⟩
  exact (div_left_inj' hE.ne').1 (by linarith)

/-- For `f ≠ 0` and equal detection phases, a lower-band state has intensity
`|v₀ + v₁|² = 1 - Re f / E`, which vanishes exactly when `m = 0` and `f` is real and positive. -/
theorem gapped_dark_corridor {m : ℝ} {f : ℂ} {v : Fin 2 → ℂ}
    (hf : f ≠ 0) (h : IsBandState m f (-bandEnergy m f) v) :
    ‖v 0 + v 1‖ ^ 2 = 1 - f.re / bandEnergy m f ∧
      (‖v 0 + v 1‖ ^ 2 = 0 ↔ m = 0 ∧ 0 < f.re ∧ f.im = 0) := by
  have hE : 0 < bandEnergy m f := by
    have hpos := norm_pos_iff.2 hf
    exact Real.sqrt_pos.2 (by positivity)
  have e : intensity 1 v = ‖v 0 + v 1‖ ^ 2 := by simp [intensity]
  rw [← e]
  exact ⟨by simpa using lower_band_intensity hE h norm_one,
    by simpa using dark_iff hE h norm_one⟩

/-- For `m = 7` and `f = 24` the vector `(3/5, -4/5)` is a lower-band state. -/
theorem lower_band_witness :
    IsBandState 7 24 (-bandEnergy 7 24) ![3 / 5, -4 / 5] := by
  have hE : bandEnergy 7 24 = 25 := by
    rw [bandEnergy, show ‖(24 : ℂ)‖ ^ 2 + (7 : ℝ) ^ 2 = 25 ^ 2 by norm_num]
    exact Real.sqrt_sq (by norm_num)
  rw [hE]
  constructor
  · have hc : conj (24 : ℂ) = 24 := Complex.conj_eq_iff_im.2 (by norm_num)
    ext i
    fin_cases i <;> norm_num [bloch, Matrix.mulVec, dotProduct, Fin.sum_univ_two]
    -- the second sublattice component contains the conjugate hopping sum
    linear_combination (3 / 5 : ℂ) * hc
  · norm_num

end

end GappedDarkCorridor
```

```lean
#print axioms GappedDarkCorridor.energy_sq
#print axioms GappedDarkCorridor.intensity_floor
#print axioms GappedDarkCorridor.gapped_dark_corridor
```

```
'GappedDarkCorridor.energy_sq' depends on axioms: [propext, Classical.choice, Quot.sound]
'GappedDarkCorridor.intensity_floor' depends on axioms: [propext, Classical.choice, Quot.sound]
'GappedDarkCorridor.gapped_dark_corridor' depends on axioms: [propext, Classical.choice, Quot.sound]
```

## Intensity and darkness in the lower band

The final theorem, `gapped_dark_corridor`, treats equal detection phases, $u=1$. If $f\neq0$ and $v$ is a normalised eigenvector with energy $-E$, then

$$|v_0+v_1|^2=1-\frac{\operatorname{Re} f}{E},$$

and this is zero exactly when $m=0$ and $f$ is real and positive. Without a staggered potential, the momenta with positive real $f$ form the dark corridor; with $m\neq0$ none of them is completely dark.

For a general phase, `lower_band_intensity` and `dark_iff` replace $f$ by $f\bar u$ and require only $E>0$. Also for $E>0$, the theorem `intensity_floor` bounds the photoemission intensity of a lower-band state from below:

$$I\ \ge\ \frac{m^2}{E(E+|f|)},$$

with equality exactly when $\operatorname{Re}(f\bar u)=|f|$.

Some condition must exclude $m=f=0$. There $H=0$, every unit vector is an eigenvector, and the intensity depends on which one is chosen.

## The physics in the definitions

`bloch m f` is the matrix $H$ at one crystal momentum. The number `f` is an arbitrary complex parameter, so no lattice geometry enters. `IsBandState m f ε v` collects two conditions on `v : Fin 2 → ℂ`: the eigenvalue equation `eigen` and the normalisation `normalized`. The lower band is selected by setting `ε` to `-bandEnergy m f`.

`intensity u v` is $|v_0+u v_1|^2$, and the hypothesis `‖u‖ = 1` says that both sublattices emit with equal strength, as identical orbitals do. In these units an incoherent sum would give 1. Orbital form factors, light polarisation, final-state scattering and interactions are left out.

Within this non-interacting two-band model, the result links the residual intensity in the corridor to the sublattice asymmetry $m$.

## From the eigenvalue equations to the intensity

For an eigenvector of energy $\varepsilon$, the two rows and the normalisation read

$$m v_0+f v_1=\varepsilon v_0,\qquad \bar f v_0-m v_1=\varepsilon v_1,\qquad |v_0|^2+|v_1|^2=1.$$

Since $H^2=(|f|^2+m^2)\,\mathbb 1$, applying $H$ twice to $v$ gives $\varepsilon^2=|f|^2+m^2$. The only possible energies are therefore $\pm E$.

Multiply the first equation by $\bar v_1$, and the complex conjugate of the second by $v_0$:

$$m v_0\bar v_1+f|v_1|^2=\varepsilon v_0\bar v_1,\qquad f|v_0|^2-m v_0\bar v_1=\varepsilon v_0\bar v_1.$$

In the sum the terms with $m$ cancel, and normalisation leaves the sublattice coherence

$$2\varepsilon\,v_0\bar v_1=f.$$

Expanding the square with $|u|=1$ gives $I=1+2\operatorname{Re}(\bar u\,v_0\bar v_1)$. Multiplying by $\varepsilon$ and inserting the coherence,

$$\varepsilon(I-1)=\operatorname{Re}(f\bar u).$$

This holds in either band. For $\varepsilon=-E$ with $E>0$ it becomes $I=1-\operatorname{Re}(f\bar u)/E$.

Now write $g=f\bar u$, so that $|g|=|f|$ and $E^2=(\operatorname{Re}g)^2+(\operatorname{Im}g)^2+m^2$. If $I=0$, then $\operatorname{Re}g=E$, which leaves $(\operatorname{Im}g)^2+m^2=0$. Both terms vanish, and $\operatorname{Re}g=E>0$. Conversely, if $m=0$ and $g$ is real and positive, then $E=\operatorname{Re}g$ and $I=0$.

For the lower bound, $\operatorname{Re}g\le|f|$ gives

$$I\ \ge\ 1-\frac{|f|}{E}=\frac{E^2-|f|^2}{E(E+|f|)}=\frac{m^2}{E(E+|f|)},$$

and equality means $\operatorname{Re}g=|f|$.

## The same steps in Lean

`band_equations` extracts the two rows and rewrites the normalisation as an identity between complex numbers. From these, `energy_sq` and `sublattice_coherence` follow by `linear_combination`. In the second lemma its coefficients are, up to sign, the multipliers used by hand: `conj (v 1)` for the first row, `v 0` for the conjugated second row and `f` for the normalisation.

`interference_law` expands the square in `hI` and identifies the cross term with the coherence in `hre`. `lower_band_intensity` then divides by $E$.

In `dark_iff`, `generalize` introduces $g$, and `nlinarith` concludes that two squares with zero sum both vanish. In `intensity_floor`, the step `hfl` is the algebraic identity between $1-|f|/E$ and the stated bound. `gapped_dark_corridor` derives $E>0$ from $f\neq0$ and sets $u=1$.

Finally, `lower_band_witness` exhibits a gapped lower-band state: $m=7$, $f=24$, $E=25$, $v=(3/5,-4/5)$. Its intensity at $u=1$ is $(3/5-4/5)^2=1/25$, which equals the lower bound.

## In a tight-binding photoemission calculation

A simulation with nearest-neighbour hopping $-t$, $t>0$, builds $f(\mathbf k)=-t\sum_{\boldsymbol\delta}e^{i\mathbf k\cdot\boldsymbol\delta}$ from the three bond vectors $\boldsymbol\delta$ leading from sublattice 0 to sublattice 1. It diagonalises $H$ at each $\mathbf k$ and takes the squared modulus of the coherent sum $v_0+u\,v_1$. If the Bloch phases are taken at the atomic positions and the final state is a plane wave with in-plane momentum $\mathbf k$, not folded back into the first zone, then $u=1$. If the momentum is written as $\mathbf k+\mathbf G$ with $\mathbf k$ folded back by a reciprocal lattice vector $\mathbf G$, the phase is $u=e^{-i\mathbf G\cdot\boldsymbol\tau}$, where $\boldsymbol\tau$ is the position of sublattice 1 relative to sublattice 0.

At $\Gamma$ one has $f=-3t$, and for $m=0$ the lower band has intensity 2. Along the line from $\Gamma$ through $K$, $f$ stays real, vanishes at $K$ and is positive just beyond it, where the corridor begins. At the $M$ point reached further along this line, $f=t$, and the lower-band intensity is $1-t/\sqrt{t^2+m^2}$: zero for $m=0$, and approximately $m^2/(2t^2)$ for a small staggered potential.
